# A continuous current on the line with zero weak divergence is constant

The lemma concerns a current in one dimension, given as a continuous real function `J` on the whole line. If the integral of `J` times f′ vanishes for every twice continuously differentiable f of compact support, then `J a = J 0` for every real `a`, so the current is the same everywhere. `J` need not be differentiable or decay at infinity, and no diffusion law enters the statement. The proof tests the difference J(x − a) − J(x) against an arbitrary smooth, compactly supported φ, taking as f the integral of φ from x to x + a, whose derivative is φ(x + a) − φ(x). A shift of the integration variable should then show that the difference vanishes almost everywhere, and continuity makes that everywhere.

The failing Lean file:

```lean
import Mathlib

open MeasureTheory

namespace PositionDependentDiffusion

noncomputable section

/-- A function is C² exactly when it is differentiable with a C¹ derivative. -/
theorem contDiff_two_iff {f : ℝ → ℝ} :
    ContDiff ℝ 2 f ↔ Differentiable ℝ f ∧ ContDiff ℝ 1 (deriv f) := by
  rw [show (2 : WithTop ℕ∞) = 1 + 1 from one_add_one_eq_two.symm, contDiff_succ_iff_deriv]
  simp

/-- A continuous current whose integral against every test-function gradient vanishes is
constant in space. -/
theorem const_of_integral_mul_deriv {J : ℝ → ℝ} (hJ : Continuous J)
    (h : ∀ f : ℝ → ℝ, ContDiff ℝ 2 f → HasCompactSupport f → ∫ x, J x * deriv f x = 0)
    (a : ℝ) : J a = J 0 := by
  have hs : Continuous (fun x => J (x - a)) := hJ.comp (continuous_id.sub continuous_const)
  have hz : ∀ᵐ x, J (x - a) - J x = 0 := by
    apply ae_eq_zero_of_integral_contDiff_smul_eq_zero (hs.sub hJ).locallyIntegrable
    intro φ hφ hφc
    have hφ1 : ContDiff ℝ 1 φ := by exact_mod_cast contDiff_infty.1 hφ 1
    have hφ0 := hφ1.continuous
    -- test function: the integral of `φ` over the window from `x` to `x + a`
    have hd : ∀ x, HasDerivAt (fun y => (∫ t in (0 : ℝ)..(y + a), φ t) - ∫ t in (0 : ℝ)..y, φ t)
        (φ (x + a) - φ x) x := fun x =>
      ((hφ0.integral_hasStrictDerivAt 0 (x + a)).hasDerivAt.comp_add_const x a).fun_sub
        (hφ0.integral_hasStrictDerivAt 0 x).hasDerivAt
    have hde := funext fun x => (hd x).deriv
    obtain ⟨R, hR⟩ := hφc.isCompact.isBounded.subset_closedBall (0 : ℝ)
    have h0 := h _ (contDiff_two_iff.2 ⟨fun x => (hd x).differentiableAt, by
        rw [hde]
        exact (hφ1.comp (contDiff_id.add contDiff_const)).sub hφ1⟩)
      (HasCompactSupport.intro (isCompact_closedBall (0 : ℝ) (R + |a|)) fun x hx => by
        rw [intervalIntegral.integral_interval_sub_left (hφ0.intervalIntegrable _ _)
          (hφ0.intervalIntegrable _ _)]
        rw [intervalIntegral.integral_congr (g := fun _ => (0 : ℝ)) fun t ht => ?_]
        · simp
        · refine image_eq_zero_of_notMem_tsupport fun hm => hx ?_
          have ht' := hR hm
          rw [mem_closedBall_zero_iff, Real.norm_eq_abs, abs_le] at ht' ⊢
          rcases Set.mem_uIcc.1 ht with q | q <;> constructor <;>
            linarith [q.1, q.2, ht'.1, ht'.2, le_abs_self a, neg_abs_le a, abs_nonneg a])
    rw [hde] at h0
    have i1 : Integrable (fun x => φ x * J (x - a)) :=
      (hφ0.mul hs).integrable_of_hasCompactSupport hφc.mul_right
    have i2 : Integrable (fun x => φ x * J x) :=
      (hφ0.mul hJ).integrable_of_hasCompactSupport hφc.mul_right
    have i3 : Integrable (fun x => φ (x + a) * J x) := by
      simpa only [add_sub_cancel_right] using i1.comp_add_right a
    have ht := integral_add_right_eq_self (μ := volume) (fun x => φ x * J (x - a)) a
    simp only [add_sub_cancel_right] at ht
    simp only [smul_eq_mul, mul_sub]
    rw [integral_sub i1 i2, ← ht, ← integral_sub i3 i2]
    refine Eq.trans ?_ h0
    congr 1
    ext x
    ring
  have he := congrFun ((Continuous.ae_eq_iff_eq (μ := volume) hs hJ).1
    (hz.mono fun x hx => sub_eq_zero.1 hx)) a
  simpa using he.symm

end

end PositionDependentDiffusion
```

The error:

```
Main.lean:56:8: error: Tactic `rewrite` failed: Did not find an occurrence of the pattern
  ∫ (a_1 : ℝ), φ a_1 * J (a_1 - a) - φ a_1 * J a_1
in the target expression
  ∫ (x : ℝ), φ x * ((fun x => J (x - a)) - J) x ∂volume = 0

J : ℝ → ℝ
hJ : Continuous J
h : ∀ (f : ℝ → ℝ), ContDiff ℝ 2 f → HasCompactSupport f → ∫ (x : ℝ), J x * deriv f x = 0
a : ℝ
hs : Continuous fun x => J (x - a)
φ : ℝ → ℝ
hφ : ContDiff ℝ (↑⊤) φ
hφc : HasCompactSupport φ
hφ1 : ContDiff ℝ 1 φ
hφ0 : Continuous φ
hd : ∀ (x : ℝ), HasDerivAt (fun y => (∫ (t : ℝ) in 0..y + a, φ t) - ∫ (t : ℝ) in 0..y, φ t) (φ (x + a) - φ x) x
hde : (deriv fun y => (∫ (t : ℝ) in 0..y + a, φ t) - ∫ (t : ℝ) in 0..y, φ t) = fun x => φ (x + a) - φ x
R : ℝ
hR : tsupport φ ⊆ Metric.closedBall 0 R
h0 : ∫ (x : ℝ), J x * (fun x => φ (x + a) - φ x) x = 0
i1 : Integrable (fun x => φ x * J (x - a)) volume
i2 : Integrable (fun x => φ x * J x) volume
i3 : Integrable (fun x => φ (x + a) * J x) volume
ht : ∫ (x : ℝ), φ (x + a) * J x = ∫ (x : ℝ), φ x * J (x - a)
⊢ ∫ (x : ℝ), φ x * ((fun x => J (x - a)) - J) x ∂volume = 0
Main.lean:55:28: warning: This simp argument is unused:
  mul_sub

Hint: Omit it from the simp argument list.
  [apply] simp only [smul_eq_mul]

Note: This linter can be disabled with `set_option linter.unusedSimpArgs false`
```

The mended proof, as a diff:

```diff
@@ -45,4 +45,5 @@
             linarith [q.1, q.2, ht'.1, ht'.2, le_abs_self a, neg_abs_le a, abs_nonneg a])
     rw [hde] at h0
+    beta_reduce at h0
     have i1 : Integrable (fun x => φ x * J (x - a)) :=
       (hφ0.mul hs).integrable_of_hasCompactSupport hφc.mul_right
@@ -53,5 +54,5 @@
     have ht := integral_add_right_eq_self (μ := volume) (fun x => φ x * J (x - a)) a
     simp only [add_sub_cancel_right] at ht
-    simp only [smul_eq_mul, mul_sub]
+    simp only [smul_eq_mul, Pi.sub_apply, mul_sub]
     rw [integral_sub i1 i2, ← ht, ← integral_sub i3 i2]
     refine Eq.trans ?_ h0
```

Cause. The error says that `rw [integral_sub i1 i2, ...]` found no integral of `φ x * J (x - a) - φ x * J x`. The goal instead has `φ x * ((fun x => J (x - a)) - J) x`, where two functions are subtracted first and the result is then applied to `x`. This form comes from `hs.sub hJ`. `mul_sub` needs a product with a visible difference of numbers, so it never fired, which is why the warning calls it unused.

Adding `Pi.sub_apply` turns the applied difference into `J (x - a) - J x`. `mul_sub` can then distribute `φ x`, and the rewrite finds its pattern. The warning's hint to drop `mul_sub` would not have helped.

The other change, `beta_reduce at h0`, does not bear on this error. It replaces `(fun x => φ (x + a) - φ x) x` in `h0` by `φ (x + a) - φ x`, so that the closing `ring` meets plain algebra. Lean stopped before that step, so the messages do not show whether this change was necessary.
